# The Mott–Bethe relation for a spherical atom with integrable rV

Atomic units are used throughout. A nucleus of charge Z sits at the origin, surrounded by a spherical electron cloud of number density ρ(r). The electrostatic potential of the whole atom is V(r), positive near the nucleus, so an incoming electron has potential energy −V. Write u(r) = r V(r) and v = u′. The electrons carry charge density −ρ, so away from the nucleus Poisson's equation is ∇²V = 4πρ, or in radial form

u″(r) = v′(r) = 4π r ρ(r),  r > 0.

The nucleus enters through the Coulomb singularity V ≈ Z/r, which means u(0) = Z. For a spherical function f, the angular average of a plane wave is sin(qr)/(qr), and the three-dimensional Fourier transform at momentum transfer q reduces to

f̂(q) = (4π/q) ∫₀^∞ r f(r) sin(qr) dr.

The transform of ρ is the X-ray form factor f_x(q). If u, v and rρ are integrable on (0, ∞), and u and v are continuous at the nucleus, then for every q ≠ 0

q² V̂(q) = 4π (Z − f_x(q)).

In the first Born approximation the electron scattering factor is V̂(q)/(2π), so for a static spherical atom this identity turns X-ray form factors into electron scattering factors. The name Mott–Bethe usually refers to that scattering formula; the result here is its electrostatic part, and the Born approximation is not derived.

## Two integrations by parts

Both u and v vanish at infinity. Since u′ = v is integrable, u(r) has a limit as r → ∞, and an integrable function can only have the limit 0. The same argument applies to v, whose derivative 4πrρ is integrable.

Now let

G(r) = v(r) sin(qr) − q u(r) cos(qr).

The two terms containing q v cos(qr) cancel on differentiation, leaving

G′(r) = 4π r ρ(r) sin(qr) + q² u(r) sin(qr).

At infinity G → 0, and at the origin G(0) = −qZ. Integrating G′ from 0 to ∞ gives

4π ∫₀^∞ r ρ sin(qr) dr + q² ∫₀^∞ u sin(qr) dr = qZ.

Multiplication by 4π/q turns the first term into 4π f_x(q), the second into q² V̂(q) and the right side into 4πZ, which is the claim.

## The forward limit

As q → 0 the quotient 4π(Z − f_x)/q² becomes 0/0 for a neutral atom. If the atom is well localised, the limit follows from a second antiderivative,

H(r) = r³ v(r) − 3r² u(r),  H′(r) = 4π r⁴ ρ(r) − 6r u(r).

H vanishes at both ends, so

6 ∫₀^∞ r u dr = 4π ∫₀^∞ r⁴ ρ dr.

On the other hand V̂(q) = 4π ∫₀^∞ u(r) sin(qr)/q dr. The factor sin(qr)/q tends to r and never exceeds r in absolute value, so dominated convergence gives

V̂(q) → 4π ∫₀^∞ r u dr = (8π²/3) ∫₀^∞ r⁴ ρ dr.

For hydrogen, ρ = e^(−2r)/π and the last integral is 3/(4π), so the limit is 2π and the forward Born scattering factor is 1 bohr.

## The radial atom in Lean

```lean
import Mathlib

open MeasureTheory Set Filter Topology
open scoped Real

namespace MottBethe

noncomputable section
```

The transform is defined directly by its radial formula, for potential and density alike.

```lean
/-- Three-dimensional Fourier transform of a spherical function `f`, written as a radial
integral at momentum transfer `q`. -/
def radialFourier (f : ℝ → ℝ) (q : ℝ) : ℝ :=
  4 * π / q * ∫ r in Ioi (0 : ℝ), r * f r * Real.sin (q * r)
```

Defining it as an integral over three-dimensional space would have required a proof of the angular reduction, and absolute convergence there needs r u integrable, which is more than the main theorem assumes. The nucleus is represented here by a boundary value of u, so no distributional Poisson equation with a point charge is used.

The physical assumptions are collected in one structure.

```lean
/-- A spherical atom in atomic units: nuclear charge `Z`, electron number density `ρ`,
electrostatic potential `V`, the function `u = r V` and its slope `v`, tied together by the
radial Poisson equation. -/
structure RadialAtom (Z : ℝ) (ρ V u v : ℝ → ℝ) : Prop where
  potential : ∀ r ∈ Ioi (0 : ℝ), u r = r * V r
  nucleus : u 0 = Z
  cont_u : ContinuousWithinAt u (Ici 0) 0
  cont_v : ContinuousWithinAt v (Ici 0) 0
  slope : ∀ r ∈ Ioi (0 : ℝ), HasDerivAt u (v r) r
  poisson : ∀ r ∈ Ioi (0 : ℝ), HasDerivAt v (4 * π * (r * ρ r)) r
  int_u : IntegrableOn u (Ioi 0)
  int_v : IntegrableOn v (Ioi 0)
  int_ρ : IntegrableOn (fun r => r * ρ r) (Ioi 0)
```

The field `potential` says u = rV for r > 0, and `nucleus` fixes the Coulomb singularity. The fields `slope` and `poisson` state u′ = v and v′ = 4πrρ at every positive radius, while `cont_u` and `cont_v` require continuity from the right at the origin. The last three fields are integrability conditions, and the one on u expresses that the nucleus is screened at large distance. An ion is excluded, because its u tends to the net charge and is not integrable. Nothing requires ρ to be non-negative or Z to be an integer, and ρ is a given function, not the solution of an electronic-structure problem.

## Decay and the sine transform

The vanishing of u and v at infinity is a consequence of the structure. One Mathlib lemma, applied twice, carries the argument given above.

```lean
variable {Z : ℝ} {ρ V u v : ℝ → ℝ}

/-- As `r → ∞`, both `u = r V` and its slope `v` tend to zero. -/
theorem RadialAtom.decay (h : RadialAtom Z ρ V u v) :
    Tendsto u atTop (𝓝 0) ∧ Tendsto v atTop (𝓝 0) :=
  ⟨tendsto_zero_of_hasDerivAt_of_integrableOn_Ioi h.slope h.int_v h.int_u,
    tendsto_zero_of_hasDerivAt_of_integrableOn_Ioi h.poisson
      (Integrable.const_mul h.int_ρ (4 * π)) h.int_v⟩
```

The next theorem is the integrated form of G′, for every real q.

```lean
/-- The sine transform of the radial Poisson equation: the nuclear charge enters as the
boundary term at the origin. -/
theorem RadialAtom.sine_transform (h : RadialAtom Z ρ V u v) (q : ℝ) :
    q ^ 2 * ∫ r in Ioi (0 : ℝ), u r * Real.sin (q * r) =
      q * Z - 4 * π * ∫ r in Ioi (0 : ℝ), r * ρ r * Real.sin (q * r) := by
  have cs : Continuous fun r : ℝ => Real.sin (q * r) := by fun_prop
  have cc : Continuous fun r : ℝ => Real.cos (q * r) := by fun_prop
  -- a bounded oscillating factor spoils neither integrability nor decay
  have hi : ∀ f : ℝ → ℝ, IntegrableOn f (Ioi 0) →
      IntegrableOn (fun r => f r * Real.sin (q * r)) (Ioi 0) := by
    intro f hf
    refine Integrable.mono hf ((Integrable.aestronglyMeasurable hf).mul
      cs.aestronglyMeasurable) (Eventually.of_forall fun r => ?_)
    show ‖f r * Real.sin (q * r)‖ ≤ ‖f r‖
    rw [norm_mul]
    exact mul_le_of_le_one_right (norm_nonneg _) (Real.abs_sin_le_one _)
  have hb : ∀ f g : ℝ → ℝ, Tendsto f atTop (𝓝 0) → (∀ r, |g r| ≤ 1) →
      Tendsto (fun r => f r * g r) atTop (𝓝 0) := by
    intro f g hf hg
    refine squeeze_zero_norm (a := fun r => |f r|) (fun r => ?_) (by simpa using hf.abs)
    rw [Real.norm_eq_abs, abs_mul]
    exact mul_le_of_le_one_right (abs_nonneg _) (hg r)
  have i1 := Integrable.const_mul (hi _ h.int_ρ) (4 * π)
  have i2 := Integrable.const_mul (hi _ h.int_u) (q ^ 2)
  have lim : Tendsto (fun r => v r * Real.sin (q * r) - q * (u r * Real.cos (q * r)))
      atTop (𝓝 0) := by
    have := (hb v _ h.decay.2 fun r => Real.abs_sin_le_one (q * r)).sub
      ((hb u _ h.decay.1 fun r => Real.abs_cos_le_one (q * r)).const_mul q)
    simpa only [mul_zero, sub_zero] using this
  -- two integrations by parts, done at once through the antiderivative
  have key : ∫ r in Ioi (0 : ℝ), (4 * π * (r * ρ r * Real.sin (q * r)) +
      q ^ 2 * (u r * Real.sin (q * r))) =
      0 - (v 0 * Real.sin (q * 0) - q * (u 0 * Real.cos (q * 0))) := by
    refine integral_Ioi_of_hasDerivAt_of_tendsto
      (f := fun r => v r * Real.sin (q * r) - q * (u r * Real.cos (q * r)))
      ((h.cont_v.mul cs.continuousWithinAt).sub
        (continuousWithinAt_const.mul (h.cont_u.mul cc.continuousWithinAt)))
      (fun r hr => ?_) (i1.add i2) lim
    have hl : HasDerivAt (fun r : ℝ => q * r) q r := by
      simpa using (hasDerivAt_id' r).const_mul q
    refine (((h.poisson r hr).fun_mul hl.sin).fun_sub
      (((h.slope r hr).fun_mul hl.cos).const_mul q)).congr_deriv ?_
    ring
  rw [integral_add i1 i2, integral_const_mul, integral_const_mul] at key
  simp only [mul_zero, Real.sin_zero, Real.cos_zero, h.nucleus] at key
  linarith
```

The auxiliary statements `hi` and `hb` record that multiplying by a sine or cosine preserves integrability and decay to zero. With them, `lim` proves G → 0 at infinity. The step `key` is the fundamental theorem of calculus on the half-line, applied to G; its derivative is assembled by the product rule, and `ring` performs the cancellation of the cosine terms. Inserting sin 0 = 0, cos 0 = 1 and u(0) = Z leaves the boundary term qZ.

## The relation between the two form factors

```lean
/-- **Mott–Bethe relation**: `q²` times the Fourier transform of the atomic potential is `4π` times
the difference `Z - f_x` of nuclear charge and X-ray form factor, for `q ≠ 0`. -/
theorem mott_bethe (h : RadialAtom Z ρ V u v) {q : ℝ} (hq : q ≠ 0) :
    q ^ 2 * radialFourier V q = 4 * π * (Z - radialFourier ρ q) := by
  have hu : ∫ r in Ioi (0 : ℝ), r * V r * Real.sin (q * r) =
      ∫ r in Ioi (0 : ℝ), u r * Real.sin (q * r) :=
    setIntegral_congr_fun measurableSet_Ioi fun r hr => by simp only [h.potential r hr]
  unfold radialFourier
  rw [hu]
  linear_combination (4 * π / q) * h.sine_transform q + 4 * π * Z * mul_inv_cancel₀ hq
```

The proof replaces rV by u under the integral, then multiplies the sine-transform identity by 4π/q. The hypothesis `hq` is used to cancel q against its inverse in the nuclear term. It matters even though the statement has no visible quotient: Lean sets division by zero to zero, so at q = 0 the identity would read 0 = 4πZ.

## Forward scattering from a localised atom

The proof of the moment identity uses more decay than `RadialAtom` provides: r u and r⁴ρ are assumed integrable, and r²u and r³v are assumed to tend to zero. These four hypotheses stand for a charge cloud that falls off fast enough, as an exponentially decaying one does.

```lean
/-- For a sufficiently localised atom, the first moment of `u = r V` is fixed by the
fourth radial moment of the electron density. -/
theorem RadialAtom.moment (h : RadialAtom Z ρ V u v)
    (iu : IntegrableOn (fun r => r * u r) (Ioi 0))
    (iρ : IntegrableOn (fun r => r ^ 4 * ρ r) (Ioi 0))
    (lu : Tendsto (fun r => r ^ 2 * u r) atTop (𝓝 0))
    (lv : Tendsto (fun r => r ^ 3 * v r) atTop (𝓝 0)) :
    6 * ∫ r in Ioi (0 : ℝ), r * u r = 4 * π * ∫ r in Ioi (0 : ℝ), r ^ 4 * ρ r := by
  have i1 := Integrable.const_mul iρ (4 * π)
  have i2 := Integrable.const_mul iu 6
  have lim : Tendsto (fun r => r ^ 3 * v r - 3 * (r ^ 2 * u r)) atTop (𝓝 0) := by
    simpa only [mul_zero, sub_zero] using lv.sub (lu.const_mul 3)
  have key : ∫ r in Ioi (0 : ℝ), (4 * π * (r ^ 4 * ρ r) - 6 * (r * u r)) =
      0 - ((0 : ℝ) ^ 3 * v 0 - 3 * ((0 : ℝ) ^ 2 * u 0)) := by
    refine integral_Ioi_of_hasDerivAt_of_tendsto
      (f := fun r => r ^ 3 * v r - 3 * (r ^ 2 * u r))
      (((continuous_pow 3).continuousWithinAt.mul h.cont_v).sub
        (continuousWithinAt_const.mul ((continuous_pow 2).continuousWithinAt.mul h.cont_u)))
      (fun r hr => ?_) (i1.sub i2) lim
    have h3 : HasDerivAt (fun r : ℝ => r ^ 3) (3 * r ^ 2) r := by
      simpa using hasDerivAt_pow 3 r
    have h2 : HasDerivAt (fun r : ℝ => r ^ 2) (2 * r) r := by
      simpa using hasDerivAt_pow 2 r
    refine ((h3.fun_mul (h.poisson r hr)).fun_sub
      ((h2.fun_mul (h.slope r hr)).const_mul 3)).congr_deriv ?_
    ring
  rw [integral_sub i1 i2, integral_const_mul, integral_const_mul] at key
  linarith
```

The proof has the same shape as that of the sine transform, with H in place of G.

```lean
/-- Forward scattering: as `q → 0` the Fourier transform of the potential of a localised
atom tends to `8π²/3` times the fourth radial moment of the electron density. -/
theorem forward_scattering (h : RadialAtom Z ρ V u v)
    (iu : IntegrableOn (fun r => r * u r) (Ioi 0))
    (iρ : IntegrableOn (fun r => r ^ 4 * ρ r) (Ioi 0))
    (lu : Tendsto (fun r => r ^ 2 * u r) atTop (𝓝 0))
    (lv : Tendsto (fun r => r ^ 3 * v r) atTop (𝓝 0)) :
    Tendsto (radialFourier V) (𝓝[≠] 0)
      (𝓝 (8 * π ^ 2 / 3 * ∫ r in Ioi (0 : ℝ), r ^ 4 * ρ r)) := by
  have hsin : ∀ x : ℝ, |Real.sin x| ≤ |x| := by
    intro x
    have h1 : 1 - (2 * x) ^ 2 / 2 ≤ Real.cos (2 * x) := Real.one_sub_sq_div_two_le_cos
    rw [Real.cos_two_mul] at h1
    exact sq_le_sq.mp (by nlinarith [Real.sin_sq_add_cos_sq x])
  have e : radialFourier V = fun q => 4 * π *
      ∫ r in Ioi (0 : ℝ), q⁻¹ * Real.sin (q * r) * u r := by
    funext q
    unfold radialFourier
    rw [div_eq_mul_inv, mul_assoc, ← integral_const_mul]
    congr 1
    refine setIntegral_congr_fun measurableSet_Ioi fun r hr => ?_
    simp only [h.potential r hr]
    ring
  have e2 : 8 * π ^ 2 / 3 * ∫ r in Ioi (0 : ℝ), r ^ 4 * ρ r =
      4 * π * ∫ r in Ioi (0 : ℝ), r * u r := by
    linear_combination (-(2 * π / 3)) * h.moment iu iρ lu lv
  rw [e, e2]
  -- dominated convergence, since `|sin (q r) / q| ≤ r`
  refine Tendsto.const_mul (4 * π) (tendsto_integral_filter_of_dominated_convergence
    (fun r => ‖r * u r‖) (Eventually.of_forall fun q => ?_) ?_ (Integrable.norm iu)
    (Eventually.of_forall fun r => ?_))
  · have c : Continuous fun r : ℝ => q⁻¹ * Real.sin (q * r) := by fun_prop
    exact c.aestronglyMeasurable.mul (Integrable.aestronglyMeasurable h.int_u)
  · filter_upwards [self_mem_nhdsWithin] with q hq
    refine Eventually.of_forall fun r => ?_
    have hq0 : q ≠ 0 := hq
    have hle : |q⁻¹ * Real.sin (q * r)| ≤ |r| := by
      rw [abs_mul, abs_inv, inv_mul_le_iff₀ (abs_pos.mpr hq0), ← abs_mul]
      exact hsin _
    rw [norm_mul, norm_mul r]
    exact mul_le_mul_of_nonneg_right hle (norm_nonneg _)
  · have hl : HasDerivAt (fun q : ℝ => q * r) r 0 := by
      simpa using (hasDerivAt_id' (0 : ℝ)).mul_const r
    have hs := hl.sin.tendsto_slope_zero
    simp only [zero_add, zero_mul, Real.sin_zero, Real.cos_zero, sub_zero, one_mul,
      smul_eq_mul] at hs
    exact hs.mul_const (u r)
```

The filter `𝓝[≠] 0` lets q approach zero from either side without reaching it. The bound |sin x| ≤ |x| is obtained in `hsin` from the quadratic lower bound on cos 2x. The equation `e` rewrites V̂(q) with the factor sin(qr)/q inside the integral, and `e2` uses the moment identity to rewrite the claimed limit in terms of r u. Dominated convergence uses the assumed integrability of r u and leaves three conditions to check: measurability, the bound by |r u|, and pointwise convergence. The last comes from the derivative of sin(qr) with respect to q at q = 0, which is r.

## Hydrogen as an instance

For the hydrogen ground state the potential is V = (1/r + 1)e^(−2r), so that

u = (1 + r)e^(−2r),  v = −(1 + 2r)e^(−2r),  v′ = 4r e^(−2r) = 4π r ρ.

The functions u, v and v′ are linear polynomials times e^(−2r), and two lemmas cover them.

```lean
/-- Derivative of a linear function times the exponential `exp (-2r)`. -/
theorem hasDerivAt_linear_exp (a b r : ℝ) :
    HasDerivAt (fun r => (a + b * r) * Real.exp (-(2 * r)))
      ((b - 2 * a - 2 * b * r) * Real.exp (-(2 * r))) r := by
  have hl : HasDerivAt (fun r : ℝ => a + b * r) b r := by
    simpa using ((hasDerivAt_id' r).const_mul b).const_add a
  have hm : HasDerivAt (fun r : ℝ => -(2 * r)) (-2) r := by
    simpa using ((hasDerivAt_id' r).const_mul (2 : ℝ)).fun_neg
  refine (hl.fun_mul hm.exp).congr_deriv ?_
  ring

/-- A non-negative linear function times `exp (-2r)` is integrable over all radii. -/
theorem integrableOn_linear_exp {a b : ℝ} (ha : 0 ≤ a) (hb : 0 ≤ b) :
    IntegrableOn (fun r => (a + b * r) * Real.exp (-(2 * r))) (Ioi 0) := by
  have h2 : Tendsto (fun r : ℝ => 2 * r) atTop atTop :=
    tendsto_id.const_mul_atTop two_pos
  have lim : Tendsto (fun r : ℝ => (-(a + b / 2) / 2 + -(b / 2) * r) * Real.exp (-(2 * r)))
      atTop (𝓝 0) := by
    have h3 : Tendsto (fun r : ℝ => -(a + b / 2) / 2 * ((2 * r) ^ 0 * Real.exp (-(2 * r))) +
        -(b / 4) * ((2 * r) ^ 1 * Real.exp (-(2 * r)))) atTop
        (𝓝 (-(a + b / 2) / 2 * 0 + -(b / 4) * 0)) :=
      (((Real.tendsto_pow_mul_exp_neg_atTop_nhds_zero 0).comp h2).const_mul _).add
        (((Real.tendsto_pow_mul_exp_neg_atTop_nhds_zero 1).comp h2).const_mul _)
    simp only [mul_zero, add_zero] at h3
    exact h3.congr fun r => by ring
  refine integrableOn_Ioi_deriv_of_nonneg' (fun r _ =>
    (hasDerivAt_linear_exp (-(a + b / 2) / 2) (-(b / 2)) r).congr_deriv (by ring))
    (fun r hr => ?_) lim
  have hr0 : 0 < r := hr
  positivity
```

The second lemma finds an antiderivative of the same form, shows that it tends to zero at infinity, and concludes integrability because the integrand is non-negative.

```lean
/-- The density `exp (-2r)/π` around a unit charge, with potential `(1/r + 1) exp (-2r)`,
is a `RadialAtom`. -/
theorem hydrogen_witness :
    RadialAtom 1 (fun r => Real.exp (-(2 * r)) / π)
      (fun r => (1 / r + 1) * Real.exp (-(2 * r)))
      (fun r => (1 + 1 * r) * Real.exp (-(2 * r)))
      (fun r => (-1 + -2 * r) * Real.exp (-(2 * r))) where
  potential r hr := by
    have hr0 : r ≠ 0 := ne_of_gt hr
    have e : r * (1 / r + 1) = 1 + 1 * r := by
      rw [mul_add, mul_one_div_cancel hr0]
      ring
    show (1 + 1 * r) * Real.exp (-(2 * r)) = r * ((1 / r + 1) * Real.exp (-(2 * r)))
    rw [← mul_assoc, e]
  nucleus := by simp
  cont_u := Continuous.continuousWithinAt (by fun_prop)
  cont_v := Continuous.continuousWithinAt (by fun_prop)
  slope r _ := (hasDerivAt_linear_exp 1 1 r).congr_deriv (by ring)
  poisson r _ := by
    refine (hasDerivAt_linear_exp (-1) (-2) r).congr_deriv ?_
    linear_combination (-(4 * r * Real.exp (-(2 * r)))) * mul_inv_cancel₀ Real.pi_ne_zero
  int_u := integrableOn_linear_exp zero_le_one zero_le_one
  int_v := by
    refine IntegrableOn.congr_fun
      (Integrable.neg (integrableOn_linear_exp zero_le_one zero_le_two))
      (fun r _ => ?_) measurableSet_Ioi
    show -((1 + 2 * r) * Real.exp (-(2 * r))) = (-1 + -2 * r) * Real.exp (-(2 * r))
    ring
  int_ρ := by
    refine IntegrableOn.congr_fun
      (integrableOn_linear_exp le_rfl (inv_nonneg.mpr Real.pi_pos.le))
      (fun r _ => ?_) measurableSet_Ioi
    show (0 + π⁻¹ * r) * Real.exp (-(2 * r)) = r * (Real.exp (-(2 * r)) / π)
    ring

end

end MottBethe
```

The coefficients are written as `1 * r` and `-2 * r` to match the derivative lemma. Since v is negative, its integrability is obtained from that of −v. The Mott–Bethe relation therefore applies to this density with Z = 1. The elementary integral f_x(q) = 16/(4 + q²)² then gives

V̂(q) = 4π (q² + 8)/(q² + 4)²,

which tends to 2π as q → 0, in agreement with the moment formula.

```lean
#print axioms MottBethe.mott_bethe
#print axioms MottBethe.forward_scattering
```

```
'MottBethe.mott_bethe' depends on axioms: [propext, Classical.choice, Quot.sound]
'MottBethe.forward_scattering' depends on axioms: [propext, Classical.choice, Quot.sound]
```
